# The divergence of the Maxwell tensor of a C² potential is its gradient times its Laplacian

Let $\phi$ be a real potential on $\mathbb R^d$, twice continuously differentiable near a point $x$. Write $\partial_i$ for the partial derivative along coordinate $i$, $\Delta=\sum_j\partial_j\partial_j$ for the Laplacian, and $\delta_{ij}$ for the Kronecker delta. For the electric part of the Maxwell stress tensor, divided by the permittivity,

$$M_{ij}=\partial_i\phi\,\partial_j\phi-\delta_{ij}\,u,\qquad u=\tfrac12\sum_k(\partial_k\phi)^2,$$

the following holds at $x$ for every $i$:

$$\sum_j\partial_jM_{ij}=\partial_i\phi\,\Delta\phi .$$

If Poisson's equation $\varepsilon\Delta\phi=-\rho$ also holds at $x$, then $\varepsilon$ times this divergence is $\rho E_i$, the electrostatic force density, with field $E=-\nabla\phi$. Here $\rho$ is the charge density, and the constant $\varepsilon$ is the permittivity, which sets how strongly charge curves the potential.

## Forces from a surface instead of a volume

A code can compute the electrostatic force on a region by integrating $\rho E$ over its volume, or by integrating $\varepsilon M$ against the outward normal over its boundary. The pointwise identity, combined with the divergence theorem, makes the two agree when the permittivity is uniform and the potential is smooth and satisfies Poisson's equation with the same $\rho$ throughout the region. In electronic-structure calculations the same relation applies to the classical electrostatic (Hartree) part of the stress for a smooth charge density; kinetic and exchange-correlation stresses are separate.

On a grid, finite differences generally do not obey the product rule exactly, so the two force evaluations can differ by a discretisation error even when the discrete Poisson equation is solved to machine precision.

## The cancellation that leaves the force density

The product rule gives the derivative of $u$ along any coordinate $l$:

$$\partial_l u=\tfrac12\sum_k 2\,\partial_k\phi\,\partial_l\partial_k\phi=\sum_k\partial_k\phi\,\partial_l\partial_k\phi .$$

Applied to the tensor, it gives

$$\partial_lM_{ij}=(\partial_l\partial_i\phi)\,\partial_j\phi+\partial_i\phi\,(\partial_l\partial_j\phi)-\delta_{ij}\,\partial_lu .$$

Set $l=j$ and sum over $j$. The delta keeps only $j=i$ in the last term:

$$\sum_j\partial_jM_{ij}=\sum_j(\partial_j\partial_i\phi)\,\partial_j\phi+\partial_i\phi\,\Delta\phi-\partial_iu .$$

Because mixed second derivatives agree, the first sum is $\sum_j\partial_j\phi\,\partial_i\partial_j\phi=\partial_iu$. It cancels the last term and leaves $\partial_i\phi\,\Delta\phi$. Multiplying by $\varepsilon$ and using Poisson's equation gives $-\rho\,\partial_i\phi=\rho E_i$.

Since the divergence is a product, all its components vanish exactly when $\Delta\phi=0$ or every $\partial_i\phi=0$ at the point.

The action of the tensor on a vector $v$ is

$$\sum_jM_{ij}v_j=\partial_i\phi\sum_j\partial_j\phi\,v_j-u\,v_i .$$

For $v=\nabla\phi$ the sum on the right is $2u$, so the result is $+u\,\partial_i\phi$. For $v$ orthogonal to $\nabla\phi$ the sum is zero, so the result is $-u\,v_i$. After multiplication by $\varepsilon$, these are tension along the field and pressure across it.

For torques, the product rule gives

$$\sum_j\partial_j(x_kM_{ij})=M_{ik}+x_k\,\partial_i\phi\,\Delta\phi .$$

Subtracting the same expression with $i$ and $k$ exchanged removes the stress components, because $M_{ik}=M_{ki}$. What remains is $x_k\,\partial_i\phi\,\Delta\phi-x_i\,\partial_k\phi\,\Delta\phi$, the moment of the force density up to the factor $\varepsilon$.

## Numbers for $\phi=x_1^2x_2$

In two dimensions this potential has $\nabla\phi=(2x_1x_2,\;x_1^2)$ and $\Delta\phi=2x_2$. At $(1,2)$ these are $(4,1)$ and $4$, so the divergence should be $(16,4)$.

The tensor entries are $M_{11}=2x_1^2x_2^2-\tfrac12x_1^4$, $M_{12}=M_{21}=2x_1^3x_2$ and $M_{22}=-M_{11}$. At $(1,2)$,

$$\partial_1M_{11}+\partial_2M_{12}=14+2=16,\qquad \partial_1M_{21}+\partial_2M_{22}=12-8=4 .$$

## The Lean file

```lean
import Mathlib

open Finset

namespace MaxwellStress

noncomputable section

variable {ι : Type*} [Fintype ι] [DecidableEq ι]

/-- The partial derivative of a scalar field `f` along the coordinate `i` at the point `x`. -/
def pd (i : ι) (f : (ι → ℝ) → ℝ) (x : ι → ℝ) : ℝ :=
  fderiv ℝ f x (Pi.single i 1)

/-- The Laplacian, the sum of the repeated second partial derivatives. -/
def laplacian (φ : (ι → ℝ) → ℝ) (x : ι → ℝ) : ℝ :=
  ∑ j, pd j (pd j φ) x

/-- Half the squared Euclidean length of the gradient of the potential. -/
def fieldEnergy (φ : (ι → ℝ) → ℝ) (x : ι → ℝ) : ℝ :=
  (∑ k, pd k φ x ^ 2) / 2

/-- The Maxwell tensor `M_ij = ∂_i φ ∂_j φ - δ_ij |∇φ|² / 2`. -/
def maxwell (φ : (ι → ℝ) → ℝ) (i j : ι) (x : ι → ℝ) : ℝ :=
  pd i φ x * pd j φ x - (if i = j then 1 else 0) * fieldEnergy φ x

/-- The `i`-th component of the divergence of the Maxwell tensor, `∑_j ∂_j M_ij`. -/
def stressDivergence (φ : (ι → ℝ) → ℝ) (i : ι) (x : ι → ℝ) : ℝ :=
  ∑ j, pd j (maxwell φ i j) x

variable {φ : (ι → ℝ) → ℝ} {x : ι → ℝ}

/-- The product rule for partial derivatives. -/
theorem pd_mul {f g : (ι → ℝ) → ℝ} (hf : DifferentiableAt ℝ f x)
    (hg : DifferentiableAt ℝ g x) (l : ι) :
    pd l (fun y => f y * g y) x = pd l f x * g x + f x * pd l g x := by
  have h : HasFDerivAt (fun y => f y * g y) (f x • fderiv ℝ g x + g x • fderiv ℝ f x) x :=
    hf.hasFDerivAt.mul hg.hasFDerivAt
  unfold pd
  rw [h.fderiv]
  simp only [add_apply, smul_apply, smul_eq_mul]
  ring

/-- Each component of the gradient of a `C²` potential is differentiable. -/
theorem differentiableAt_pd (hφ : ContDiffAt ℝ 2 φ x) (i : ι) :
    DifferentiableAt ℝ (pd i φ) x := by
  have h : DifferentiableAt ℝ (fderiv ℝ φ) x :=
    (hφ.fderiv_right (m := 1) (by norm_num)).differentiableAt (by norm_num)
  exact h.clm_apply (differentiableAt_const _)

/-- Mixed second partial derivatives of a `C²` potential agree. -/
theorem pd_comm (hφ : ContDiffAt ℝ 2 φ x) (i j : ι) :
    pd i (pd j φ) x = pd j (pd i φ) x := by
  have h : DifferentiableAt ℝ (fderiv ℝ φ) x :=
    (hφ.fderiv_right (m := 1) (by norm_num)).differentiableAt (by norm_num)
  -- a repeated partial derivative is an entry of the second Fréchet derivative
  have key : ∀ a b : ι, pd a (pd b φ) x =
      fderiv ℝ (fderiv ℝ φ) x (Pi.single a 1) (Pi.single b 1) := by
    intro a b
    have h2 : HasFDerivAt (pd b φ)
        ((ContinuousLinearMap.apply ℝ ℝ (Pi.single b 1 : ι → ℝ)).comp
          (fderiv ℝ (fderiv ℝ φ) x)) x := by
      have h3 := (ContinuousLinearMap.apply ℝ ℝ
        (Pi.single b 1 : ι → ℝ)).hasFDerivAt.comp x h.hasFDerivAt
      exact h3
    change fderiv ℝ (pd b φ) x (Pi.single a 1) = _
    rw [h2.fderiv]
    rfl
  have hs : IsSymmSndFDerivAt ℝ φ x := hφ.isSymmSndFDerivAt (by simp)
  rw [key i j, key j i]
  exact hs _ _

/-- The function `|∇φ|² / 2` is differentiable, with `∂_l (|∇φ|² / 2) = ∑_k ∂_k φ ∂_l ∂_k φ`. -/
theorem fieldEnergy_derivative (hφ : ContDiffAt ℝ 2 φ x) :
    DifferentiableAt ℝ (fieldEnergy φ) x ∧
      ∀ l, pd l (fieldEnergy φ) x = ∑ k, pd k φ x * pd l (pd k φ) x := by
  have hd := fun k => (differentiableAt_pd hφ k).hasFDerivAt
  have e : fieldEnergy φ = fun y => (1 / 2 : ℝ) * ∑ k, pd k φ y * pd k φ y := by
    funext y
    simp only [fieldEnergy, sq]
    ring
  have h : HasFDerivAt (fieldEnergy φ) ((1 / 2 : ℝ) • ∑ k,
      (pd k φ x • fderiv ℝ (pd k φ) x + pd k φ x • fderiv ℝ (pd k φ) x)) x := by
    rw [e]
    exact (HasFDerivAt.fun_sum fun k _ => (hd k).mul (hd k)).const_mul (1 / 2 : ℝ)
  refine ⟨h.differentiableAt, fun l => ?_⟩
  change fderiv ℝ (fieldEnergy φ) x (Pi.single l 1) = _
  rw [h.fderiv]
  simp only [smul_apply, _root_.sum_apply,
    add_apply, smul_eq_mul, Finset.mul_sum]
  refine Finset.sum_congr rfl fun k _ => ?_
  change (1 / 2 : ℝ) * (pd k φ x * pd l (pd k φ) x + pd k φ x * pd l (pd k φ) x) = _
  ring

/-- The Maxwell tensor of a `C²` potential is differentiable, with the derivative given by the
product rule. -/
theorem maxwell_derivative (hφ : ContDiffAt ℝ 2 φ x) (i j : ι) :
    DifferentiableAt ℝ (maxwell φ i j) x ∧
      ∀ l, pd l (maxwell φ i j) x = pd l (pd i φ) x * pd j φ x + pd i φ x * pd l (pd j φ) x
        - (if i = j then 1 else 0) * pd l (fieldEnergy φ) x := by
  have hi := differentiableAt_pd hφ i
  have hj := differentiableAt_pd hφ j
  have hp : DifferentiableAt ℝ (fun y => pd i φ y * pd j φ y) x := hi.mul hj
  have h : HasFDerivAt (maxwell φ i j) (fderiv ℝ (fun y => pd i φ y * pd j φ y) x
      - (if i = j then (1 : ℝ) else 0) • fderiv ℝ (fieldEnergy φ) x) x :=
    hp.hasFDerivAt.sub ((fieldEnergy_derivative hφ).1.hasFDerivAt.const_mul _)
  refine ⟨h.differentiableAt, fun l => ?_⟩
  rw [← pd_mul hi hj l]
  change fderiv ℝ (maxwell φ i j) x (Pi.single l 1) = _
  rw [h.fderiv]
  rfl

/-- The divergence of the Maxwell tensor is the gradient of the potential times its Laplacian,
at every point where the potential is `C²`. -/
theorem stressDivergence_eq (hφ : ContDiffAt ℝ 2 φ x) (i : ι) :
    stressDivergence φ i x = pd i φ x * laplacian φ x := by
  have h1 : ∑ j, (if i = j then (1 : ℝ) else 0) * pd j (fieldEnergy φ) x
      = pd i (fieldEnergy φ) x := by simp
  -- exchanging the mixed derivatives produces the gradient of `|∇φ|² / 2`
  have h2 : ∑ j, pd j (pd i φ) x * pd j φ x = pd i (fieldEnergy φ) x := by
    rw [(fieldEnergy_derivative hφ).2 i]
    refine Finset.sum_congr rfl fun j _ => ?_
    rw [pd_comm hφ i j]
    exact mul_comm _ _
  unfold stressDivergence
  rw [Finset.sum_congr rfl fun j _ => (maxwell_derivative hφ i j).2 j,
    Finset.sum_sub_distrib, Finset.sum_add_distrib, h1, h2, laplacian, Finset.mul_sum]
  ring

/-- If Poisson's equation `ε Δφ = -ρ` holds at a point, then `ε` times the divergence of the
Maxwell tensor is the force density `ρ E` there, with the field `E = -∇φ`. -/
theorem electrostatic_force_density (hφ : ContDiffAt ℝ 2 φ x) {ε ρ : ℝ}
    (hρ : ε * laplacian φ x = -ρ) (i : ι) :
    ε * stressDivergence φ i x = ρ * (-pd i φ x) := by
  rw [stressDivergence_eq hφ]
  linear_combination pd i φ x * hρ

/-- The divergence of the Maxwell tensor vanishes at a point exactly when the Laplacian or the
whole gradient of the potential vanishes there. -/
theorem stressDivergence_eq_zero_iff (hφ : ContDiffAt ℝ 2 φ x) :
    (∀ i, stressDivergence φ i x = 0) ↔ laplacian φ x = 0 ∨ ∀ i, pd i φ x = 0 := by
  simp only [stressDivergence_eq hφ, mul_eq_zero]
  constructor
  · intro h
    by_cases hL : laplacian φ x = 0
    · exact Or.inl hL
    · exact Or.inr fun i => (h i).resolve_right hL
  · rintro (h | h) i
    · exact Or.inr h
    · exact Or.inl (h i)

/-- The Maxwell tensor multiplies the gradient by `|∇φ|² / 2` and every vector orthogonal to the
gradient by `-|∇φ|² / 2`. -/
theorem principal_stresses (φ : (ι → ℝ) → ℝ) (x : ι → ℝ) :
    (∀ i, ∑ j, maxwell φ i j x * pd j φ x = fieldEnergy φ x * pd i φ x) ∧
      ∀ t : ι → ℝ, ∑ j, pd j φ x * t j = 0 →
        ∀ i, ∑ j, maxwell φ i j x * t j = -fieldEnergy φ x * t i := by
  have tr : ∀ (v : ι → ℝ) (i : ι), ∑ j, maxwell φ i j x * v j
      = pd i φ x * (∑ j, pd j φ x * v j) - fieldEnergy φ x * v i := by
    intro v i
    simp [maxwell, sub_mul, Finset.sum_sub_distrib, Finset.mul_sum, mul_assoc]
  have hu : ∑ j, pd j φ x * pd j φ x = 2 * fieldEnergy φ x := by
    simp only [fieldEnergy, sq]
    ring
  refine ⟨fun i => ?_, fun t ht i => ?_⟩
  · rw [tr (fun j => pd j φ x) i, hu]
    ring
  · rw [tr t i, ht]
    ring

/-- The divergence of the moment `x_k M_ij - x_i M_kj` of the Maxwell tensor is the moment of
the vector `∇φ Δφ`. -/
theorem torque_balance (hφ : ContDiffAt ℝ 2 φ x) (i k : ι) :
    ∑ j, pd j (fun y => y k * maxwell φ i j y - y i * maxwell φ k j y) x
      = x k * (pd i φ x * laplacian φ x) - x i * (pd k φ x * laplacian φ x) := by
  have hc : ∀ a : ι, DifferentiableAt ℝ (fun y : ι → ℝ => y a) x :=
    fun a => (hasFDerivAt_apply a x).differentiableAt
  have hcoord : ∀ a j : ι, pd j (fun y => y a) x = if a = j then 1 else 0 := by
    intro a j
    unfold pd
    rw [(hasFDerivAt_apply a x).fderiv]
    change (Pi.single j (1 : ℝ) : ι → ℝ) a = _
    rw [Pi.single_apply]
  -- the divergence of one moment: a stress component plus the moment of the divergence
  have hm : ∀ a b : ι, ∑ j, pd j (fun y => y a * maxwell φ b j y) x
      = maxwell φ b a x + x a * stressDivergence φ b x := by
    intro a b
    rw [Finset.sum_congr rfl fun j _ => pd_mul (hc a) (maxwell_derivative hφ b j).1 j,
      Finset.sum_add_distrib, stressDivergence, Finset.mul_sum]
    simp [hcoord]
  have hsub : ∀ j, pd j (fun y => y k * maxwell φ i j y - y i * maxwell φ k j y) x
      = pd j (fun y => y k * maxwell φ i j y) x - pd j (fun y => y i * maxwell φ k j y) x := by
    intro j
    have h1 : DifferentiableAt ℝ (fun y => y k * maxwell φ i j y) x :=
      (hc k).mul (maxwell_derivative hφ i j).1
    have h2 : DifferentiableAt ℝ (fun y => y i * maxwell φ k j y) x :=
      (hc i).mul (maxwell_derivative hφ k j).1
    have h : HasFDerivAt (fun y => y k * maxwell φ i j y - y i * maxwell φ k j y)
        (fderiv ℝ (fun y => y k * maxwell φ i j y) x
          - fderiv ℝ (fun y => y i * maxwell φ k j y) x) x :=
      h1.hasFDerivAt.sub h2.hasFDerivAt
    unfold pd at h ⊢
    rw [h.fderiv]
    rfl
  -- the stress components cancel because the tensor is symmetric
  have hsymm : maxwell φ i k x = maxwell φ k i x := by
    rcases eq_or_ne i k with rfl | h
    · rfl
    · simp [maxwell, h, h.symm, mul_comm]
  rw [Finset.sum_congr rfl fun j _ => hsub j, Finset.sum_sub_distrib, hm k i, hm i k, hsymm,
    stressDivergence_eq hφ i, stressDivergence_eq hφ k]
  ring

end

end MaxwellStress
```

```lean
#print axioms MaxwellStress.stressDivergence_eq
#print axioms MaxwellStress.electrostatic_force_density
#print axioms MaxwellStress.principal_stresses
#print axioms MaxwellStress.torque_balance
```

```
'MaxwellStress.stressDivergence_eq' depends on axioms: [propext, Classical.choice, Quot.sound]
'MaxwellStress.electrostatic_force_density' depends on axioms: [propext, Classical.choice, Quot.sound]
'MaxwellStress.principal_stresses' depends on axioms: [propext, Classical.choice, Quot.sound]
'MaxwellStress.torque_balance' depends on axioms: [propext, Classical.choice, Quot.sound]
```

## How the definitions and lemmas follow the calculation

Space is `ι → ℝ`, with one real coordinate for each element of the finite type `ι`. The partial derivative `pd i f x` is the Fréchet derivative of `f` at `x`, applied to the unit vector `Pi.single i 1`. The names `laplacian`, `fieldEnergy`, `maxwell` and `stressDivergence` stand for $\Delta\phi$, $u$, $M_{ij}$ and $\sum_j\partial_jM_{ij}$. The squared length in `fieldEnergy` is written as an explicit sum of squares, because Mathlib's default norm on `ι → ℝ` is the maximum norm.

The hypothesis `ContDiffAt ℝ 2 φ x` asks for twice continuous differentiability near `x` only. Every theorem except `pd_mul` and `principal_stresses` assumes it, including those whose docstrings do not mention it. A potential that is smooth everywhere satisfies it at every point.

The calculation is then assembled as follows:

- `pd_mul` is the product rule, and `differentiableAt_pd` supplies the differentiability of the gradient components that it needs.
- `pd_comm` writes each repeated partial derivative as an entry of the second Fréchet derivative, then uses the symmetry of that derivative.
- `fieldEnergy_derivative` and `maxwell_derivative` are the formulas for $\partial_lu$ and $\partial_lM_{ij}$, each together with differentiability.
- `stressDivergence_eq` is the main identity. Its step `h1` collapses the delta, `h2` exchanges the mixed derivatives, and `ring` performs the cancellation.
- `electrostatic_force_density` multiplies the Poisson hypothesis by $\partial_i\phi$ through `linear_combination`.
- `stressDivergence_eq_zero_iff` splits on whether the Laplacian vanishes; if it does not, every gradient component must.
- `principal_stresses` first proves the action on a general vector, `tr`, and then specialises it. It needs no smoothness hypothesis, since it is algebra in the gradient components.
- `torque_balance` computes the divergence of one moment in `hm` and removes the leftover stress components with `hsymm`.

## Smooth potentials, uniform permittivity, exact derivatives

The theorems hold pointwise, in any finite dimension, for exact derivatives. They contain no surface integral, boundary condition or discretisation, so a code's surface force also depends on its quadrature and on how well its potential solves Poisson's equation.

Poisson's equation is assumed at the point, not derived, and `ε` and `ρ` enter as real numbers there. A dielectric whose permittivity varies in space obeys a different field equation and has additional force terms.

The smoothness hypothesis excludes the position of a point charge and any charged sheet across which the field jumps. A smeared charge with a smooth potential is covered. An integration surface should therefore avoid the singular places. If it encloses one, the pointwise identity does not by itself show that the surface integral is the force on the charge inside.

Existence of all second partial derivatives is too weak a substitute for the hypothesis. Take, in two dimensions,

$$\phi=x_2+\frac{x_1x_2(x_1^2-x_2^2)}{x_1^2+x_2^2},\qquad \phi(0,0)=0 .$$

On the line $x_2=0$ the gradient is $(0,\,1+x_1)$, and on the line $x_1=0$ it is $(-x_2,\,1)$. At the origin $\partial_1\phi=0$, so the right-hand side of the identity for $i=1$ is $0$. On the left, $M_{11}=-\tfrac12(1+x_1)^2$ along the first line and $M_{12}=-x_2$ along the second, so

$$\partial_1M_{11}+\partial_2M_{12}=-1-1=-2 .$$

The mixed derivatives at the origin are $+1$ and $-1$, depending on the order, and the cancellation fails. This example uses ordinary partial derivatives along the axes; the gradient components have no Fréchet derivative at the origin, where `pd` applied to them returns a default zero.
